# The Rayleigh quotient of a normalised solution mixed with its orthogonal energy derivative

In a real inner product space, let `u` be a normalised solution of `h u = E u`, and let `v` be orthogonal to `u` and obey the energy-differentiated equation `h v = E v + u`; `h` is a linear map not assumed symmetric, and `v` need not be normalised. The theorem `rayleigh_combination` says that for real `a` and `b`, not both zero, the trial function `a u + b v` has Rayleigh quotient `E + ab / (a² + ‖v‖² b²)`, the quotient being the inner product of the function with its image under `h`, divided by its squared norm. The proof works out the squared norm and the numerator separately, then divides.

This version doesn't compile in Lean 4 with Mathlib:

```lean
import Mathlib

open scoped InnerProductSpace

noncomputable section

namespace LinearisedEnergyWindow

variable {V : Type*} [NormedAddCommGroup V] [InnerProductSpace ℝ V]

/-- The Rayleigh quotient `⟨w, h w⟩ / ⟨w, w⟩` of a nonzero trial function `w`. -/
def rayleigh (h : V →ₗ[ℝ] V) (w : V) : ℝ := ⟪w, h w⟫_ℝ / ‖w‖ ^ 2

/-- A normalised solution `u` at the energy parameter `E`, together with an orthogonal
function `v` that obeys the energy-differentiated equation `h v = E v + u`. -/
structure LinearisedPair (h : V →ₗ[ℝ] V) (E : ℝ) (u v : V) : Prop where
  solution : h u = E • u
  derivative : h v = E • v + u
  normalised : ‖u‖ = 1
  orthogonal : ⟪u, v⟫_ℝ = 0

variable {h : V →ₗ[ℝ] V} {E : ℝ} {u v : V}

/-- The energy derivative `v` is never the zero function. -/
theorem derivative_ne_zero (p : LinearisedPair h E u v) : v ≠ 0 := by
  intro hv
  have h1 := p.derivative
  rw [hv, map_zero, smul_zero, zero_add] at h1
  have h2 := p.normalised
  rw [← h1, norm_zero] at h2
  exact zero_ne_one h2

/-- The Rayleigh quotient of `a u + b v`, for coefficients that are not both zero. -/
theorem rayleigh_combination (p : LinearisedPair h E u v) (a b : ℝ) (hab : a ≠ 0 ∨ b ≠ 0) :
    rayleigh h (a • u + b • v) = E + a * b / (a ^ 2 + ‖v‖ ^ 2 * b ^ 2) := by
  have hv := derivative_ne_zero p
  have hvu : ⟪v, u⟫_ℝ = 0 := by rw [real_inner_comm]; exact p.orthogonal
  have hD : 0 < a ^ 2 + ‖v‖ ^ 2 * b ^ 2 := by
    rcases hab with ha | hb <;> positivity
  have hnorm : ‖a • u + b • v‖ ^ 2 = a ^ 2 + ‖v‖ ^ 2 * b ^ 2 := by
    rw [← real_inner_self_eq_norm_sq (a • u + b • v)]
    simp only [inner_add_left, inner_add_right, real_inner_smul_left, real_inner_smul_right,
      real_inner_self_eq_norm_sq, p.normalised, p.orthogonal, hvu]
    ring
  -- the operator returns the trial function times `E`, plus an admixture of `u`
  have hw : h (a • u + b • v) = E • (a • u + b • v) + b • u := by
    rw [map_add, map_smul, map_smul, p.solution, p.derivative]
    module
  have hnum : ⟪a • u + b • v, h (a • u + b • v)⟫_ℝ
      = E * (a ^ 2 + ‖v‖ ^ 2 * b ^ 2) + a * b := by
    rw [hw, inner_add_right, real_inner_smul_right, real_inner_self_eq_norm_sq, hnorm,
      real_inner_smul_right, inner_add_left, real_inner_smul_left, real_inner_smul_left,
      real_inner_self_eq_norm_sq, p.normalised, hvu]
    ring
  rw [rayleigh, hnum, hnorm, add_div, mul_div_cancel_right₀ _ hD.ne']

end LinearisedEnergyWindow
```

Lean reports:

```
Try this:
  [apply] ring_nf
  
  The `ring` tactic failed to close the goal. Use `ring_nf` to obtain a normal form.
    
  Note that `ring` works primarily in *commutative* rings. If you have a noncommutative ring, abelian group or module, consider using `noncomm_ring`, `abel` or `module` instead.
Main.lean:40:64: error: unsolved goals
V : Type u_1
inst✝¹ : NormedAddCommGroup V
inst✝ : InnerProductSpace ℝ V
h : V →ₗ[ℝ] V
E : ℝ
u v : V
p : LinearisedPair h E u v
a b : ℝ
hab : a ≠ 0 ∨ b ≠ 0
hv : v ≠ 0
hvu : ⟪v, u⟫_ℝ = 0
hD : 0 < a ^ 2 + ‖v‖ ^ 2 * b ^ 2
⊢ ‖a • u‖ ^ 2 + ‖b • v‖ ^ 2 = a ^ 2 + b ^ 2 * ‖v‖ ^ 2
Main.lean:43:34: warning: This simp argument is unused:
  p.normalised

Hint: Omit it from the simp argument list.
  [apply] simp only [inner_add_left, inner_add_right, real_inner_smul_left, real_inner_smul_right,
    real_inner_self_eq_norm_sq, p.orthogonal, hvu]

Note: This linter can be disabled with `set_option linter.unusedSimpArgs false`
```

Fix (accepted with no message):

```diff
@@ -40,6 +40,6 @@
   have hnorm : ‖a • u + b • v‖ ^ 2 = a ^ 2 + ‖v‖ ^ 2 * b ^ 2 := by
     rw [← real_inner_self_eq_norm_sq (a • u + b • v)]
-    simp only [inner_add_left, inner_add_right, real_inner_smul_left, real_inner_smul_right,
-      real_inner_self_eq_norm_sq, p.normalised, p.orthogonal, hvu]
+    simp only [inner_add_left, inner_add_right, real_inner_smul_left, real_inner_smul_right]
+    simp only [real_inner_self_eq_norm_sq, p.normalised, p.orthogonal, hvu]
     ring
   -- the operator returns the trial function times `E`, plus an admixture of `u`
```

The error is in `hnorm`, the step for the squared norm. `ring` could not close the goal, and what remained has `‖a • u‖ ^ 2 + ‖b • v‖ ^ 2` on the left. The single `simp only` had split the inner product of the sum into four terms, but on the two diagonal ones, such as `⟪a • u, a • u⟫_ℝ`, `real_inner_self_eq_norm_sq` fired before the lemmas that pull out scalars. That left the scalars inside norms, where no lemma in the list could reach them, and `ring` does not know how a norm scales. The warning that `p.normalised` is unused has the same origin: `‖u‖` never appeared by itself.

The repair splits the call in two. The first `simp only` expands the sums and pulls out every scalar, leaving `⟪u, u⟫_ℝ` and `⟪v, v⟫_ℝ`; the second turns these into squared norms, sets `‖u‖` to 1 and removes the cross terms. What is left is an identity in real numbers, which `ring` can settle.
